# Spinor characters of a finite group vanish where $g$ is conjugate to $zg$ and are orthogonal to ordinary characters

Take the two-element group $\{1, z\}$ with $z^2 = 1$, where $z$ stands for a rotation by $2\pi$. The state vector of a half-integer spin changes sign under $z$ (the ray it defines does not change), so the one-dimensional representation it carries has character $\chi(1) = 1$, $\chi(z) = -1$. For any function $f$ with $f(z) = f(1)$,
$$\chi(1) f(1) + \chi(z) f(z) = f(1) - f(1) = 0 .$$
The terms cancel in pairs $g$, $zg$.

A second effect appears in the eight matrices $\pm\mathbb 1, \pm \mathrm{i}\sigma_x, \pm \mathrm{i}\sigma_y, \pm \mathrm{i}\sigma_z$, built from the unit matrix $\mathbb 1$ and the Pauli matrices. They form the double group of $D_2$, with $z = -\mathbb 1$. Since $\sigma_z$ anticommutes with $\sigma_x$,
$$(\mathrm{i}\sigma_z)(\mathrm{i}\sigma_x)(\mathrm{i}\sigma_z)^{-1} = -\mathrm{i}\sigma_x ,$$
so $g = \mathrm{i}\sigma_x$ is conjugate to $zg$. Conjugation preserves the trace and $z$ reverses its sign, so the trace is zero. Both arguments work for every complex matrix representation $D$ with $D(z) = -\mathbb 1$, the first for finite groups and the second for any group.

## Representations and their sign under $z$

```lean
import Mathlib

open Matrix QuaternionGroup
open scoped ComplexOrder

namespace DoubleGroupSpinors

noncomputable section

variable {G : Type*} [Group G]
variable {n m : Type*} [Fintype n] [DecidableEq n] [Fintype m] [DecidableEq m]
```

The `variable` lines fix the objects shared by all statements: a group `G`, and finite index sets `n` and `m` labelling rows and columns of matrices. All representations are therefore finite-dimensional. The group itself is not yet finite. That hypothesis appears as `[Fintype G]` in the theorems that sum over $G$.

```lean
/-- The character `χ(g) = tr D(g)` of a complex matrix representation `D`. -/
def character (D : G →* Matrix n n ℂ) (g : G) : ℂ := trace (D g)
```

The arrow in `G →* Matrix n n ℂ` denotes a map $D$ that respects products and the identity, $D(gh) = D(g)D(h)$ and $D(1) = \mathbb 1$. This is a representation in a chosen basis, with neither unitarity nor irreducibility required. Its character is $\chi(g) = \operatorname{tr} D(g)$. Lean writes function application without brackets, so `D g` is $D(g)$, and the numeral `1` is the group identity, the unit matrix or the number according to context.

```lean
/-- `D` is a spinor representation with respect to a group element `z` if `D(z) = -1`. -/
def IsSpinor (D : G →* Matrix n n ℂ) (z : G) : Prop := D z = -1
```

A definition with values in `Prop` is a statement. This one says $D(z) = -\mathbb 1$, the behaviour of state vectors with half-integer total angular momentum, such as those of an odd number of electrons, under a full turn. It is a postulate about $D$ and is not derived from the rotation group. The element $z$ is arbitrary: in a physical double group it commutes with everything and squares to the identity, but the definition asks for neither.

```lean
/-- `D` is an ordinary representation with respect to `z` if `D(z) = 1`. -/
def IsOrdinary (D : G →* Matrix n n ℂ) (z : G) : Prop := D z = 1
```

The condition $D(z) = \mathbb 1$ describes integer angular momentum, where a full turn does nothing. A representation can fail both conditions, for example the direct sum of a spinor one and an ordinary one, both of non-zero dimension.

## Zeros of a spinor character

```lean
/-- Conjugate group elements have the same character. -/
theorem character_conj (D : G →* Matrix n n ℂ) {g h : G} (hgh : IsConj g h) :
    character D g = character D h := by
  obtain ⟨c, rfl⟩ := isConj_iff.1 hgh
  unfold character
  -- cyclicity of the trace brings `D(c⁻¹) D(c) = 1` together
  rw [map_mul D, map_mul D, trace_mul_cycle, ← map_mul D, inv_mul_cancel, map_one D, one_mul]
```

Before the colon stand the objects and the named hypothesis `hgh`, after it the claim, and after `by` the proof. `IsConj g h` means $h = c g c^{-1}$ for some $c \in G$, and the claim is $\chi(g) = \chi(h)$. By hand,
$$\chi(c g c^{-1}) = \operatorname{tr}[D(c) D(g) D(c^{-1})] = \operatorname{tr}[D(c^{-1}) D(c) D(g)] = \operatorname{tr}[D(c^{-1}c) D(g)] = \chi(g).$$
The `obtain` line produces $c$ and replaces $h$ by $cgc^{-1}$. The tactic `rw` rewrites the goal with a list of equations in turn, here the chain above: `map_mul D` splits products, `trace_mul_cycle` moves the last factor to the front, and `← map_mul D` rejoins $D(c^{-1})D(c)$.

```lean
/-- A spinor character changes sign under multiplication by `z`: `χ(z g) = -χ(g)`. -/
theorem character_spinor {D : G →* Matrix n n ℂ} {z : G} (hD : IsSpinor D z) (g : G) :
    character D (z * g) = -character D g := by
  have h : D z = -1 := hD
  unfold character
  rw [map_mul D, h, neg_one_mul, trace_neg]
```

For a spinor representation and any $g$,
$$\chi(zg) = \operatorname{tr}[D(z)D(g)] = \operatorname{tr}[-D(g)] = -\chi(g).$$
The `rw` line follows this chain from left to right. The element $z$ multiplies from the left here and in every later statement.

```lean
/-- A spinor character vanishes on every `g` that is conjugate to `z g`. -/
theorem character_eq_zero_of_isConj {D : G →* Matrix n n ℂ} {z g : G} (hD : IsSpinor D z)
    (hg : IsConj g (z * g)) : character D g = 0 := by
  have h := character_conj D hg
  rw [character_spinor hD] at h
  linear_combination (1 / 2 : ℂ) * h
```

This is the first main result: if $D(z) = -\mathbb 1$ and $g$ is conjugate to $zg$, then $\chi(g) = 0$. The two preceding theorems give $\chi(g) = \chi(zg) = -\chi(g)$, hence $2\chi(g) = 0$. The tactic `linear_combination` verifies that the goal is the stated multiple of a known equation, here one half of $\chi(g) = -\chi(g)$. The group may be infinite. The statement runs in one direction only, since a spinor character can also vanish at elements that are not conjugate to $zg$.

## Cancellation in the group sum

```lean
/-- On a finite group, the product of a function odd under `g ↦ z g` and a function even under
`g ↦ z g` sums to zero. -/
theorem sum_odd_mul_even [Fintype G] (z : G) (u f : G → ℂ) (hu : ∀ g, u (z * g) = -u g)
    (hf : ∀ g, f (z * g) = f g) : ∑ g, u g * f g = 0 := by
  -- reindexing the sum by `g ↦ z g` gives `-S = S`
  have h := Equiv.sum_comp (Equiv.mulLeft z) (fun g => u g * f g)
  simp only [Equiv.coe_mulLeft, hu, hf, neg_mul, Finset.sum_neg_distrib] at h
  linear_combination (-1 / 2 : ℂ) * h
```

No representation appears here. For a finite group, a function $u$ with $u(zg) = -u(g)$ and a function $f$ with $f(zg) = f(g)$, set $S = \sum_g u(g) f(g)$. The map $g \mapsto zg$ is a permutation of $G$, so
$$S = \sum_g u(zg) f(zg) = -\sum_g u(g) f(g) = -S ,$$
and $S = 0$. `Equiv.mulLeft z` is the permutation and `Equiv.sum_comp` is the invariance of a finite sum under relabelling. The `simp only` line inserts `hu` and `hf` and pulls the sign out of the sum, leaving $-S = S$. The relabelling argument does not use $z^2 = 1$.

```lean
/-- For a spinor representation of a finite group, `∑ χ(g) f(g) = 0` for every function `f`
with `f(z g) = f(g)`. -/
theorem sum_character_mul_eq_zero [Fintype G] {D : G →* Matrix n n ℂ} {z : G}
    (hD : IsSpinor D z) (f : G → ℂ) (hf : ∀ g, f (z * g) = f g) :
    ∑ g, character D g * f g = 0 :=
  sum_odd_mul_even z (character D) f (character_spinor hD) hf
```

This is the second main result: $\sum_g \chi(g) f(g) = 0$ for a spinor representation of a finite group and every complex $f$ with $f(zg) = f(g)$. The function $f$ need not be a character or even constant on classes. In a double group such an $f$ is a function on the underlying point group, since it does not distinguish $g$ from $zg$. The proof is a single application of the previous theorem with $u = \chi$, and `character_spinor hD` supplies the oddness.

```lean
/-- The character of a spinor representation `D` and that of an ordinary representation `E` of
a finite group are orthogonal: `∑ χ_E(g)* χ_D(g) = 0`. -/
theorem spinor_ordinary_characters_orthogonal [Fintype G] {D : G →* Matrix n n ℂ}
    {E : G →* Matrix m m ℂ} {z : G} (hD : IsSpinor D z) (hE : IsOrdinary E z) :
    ∑ g, star (character E g) * character D g = 0 := by
  have hE' : E z = 1 := hE
  have h := sum_character_mul_eq_zero hD (fun g => star (character E g))
    (fun g => by simp only [character, map_mul E, hE', one_mul])
  rw [← h]
  exact Finset.sum_congr rfl (fun g _ => mul_comm _ _)
```

On complex numbers `star` is conjugation. For a spinor representation $D$ and an ordinary representation $E$, with characters $\chi_D$ and $\chi_E$ and possibly different dimensions, the claim is
$$\sum_g \chi_E(g)^* \chi_D(g) = 0 .$$
The usual inner product of characters carries a factor $1/|G|$, with $|G|$ the order of the group, which does not affect a zero. By hand, $E(zg) = E(z)E(g) = E(g)$, so $f(g) = \chi_E(g)^*$ is even under $z$. The inner `simp only` proves this evenness, and the last line swaps the two factors in each term.

```lean
/-- Every matrix element of a spinor representation `D` is orthogonal to every matrix element
of an ordinary representation `E`: `∑ E(g)ₖₗ* D(g)ᵢⱼ = 0`. -/
theorem spinor_ordinary_entries_orthogonal [Fintype G] {D : G →* Matrix n n ℂ}
    {E : G →* Matrix m m ℂ} {z : G} (hD : IsSpinor D z) (hE : IsOrdinary E z)
    (i j : n) (k l : m) : ∑ g, star (E g k l) * D g i j = 0 := by
  have hD' : D z = -1 := hD
  have hE' : E z = 1 := hE
  have h := sum_odd_mul_even z (fun g => D g i j) (fun g => star (E g k l))
    (fun g => by simp only [map_mul D, hD', neg_one_mul, Matrix.neg_apply])
    (fun g => by simp only [map_mul E, hE', one_mul])
  rw [← h]
  exact Finset.sum_congr rfl (fun g _ => mul_comm _ _)
```

The same holds entry by entry. `D g i j` is $D(g)_{ij}$, and for all indices $i, j$ of $D$ and $k, l$ of $E$,
$$\sum_g E(g)_{kl}^*\, D(g)_{ij} = 0 .$$
Now $u(g) = D(g)_{ij}$ is odd because $D(zg) = -D(g)$, and $f(g) = E(g)_{kl}^*$ is even. The sum has the form of the great orthogonality relations, but it compares only a spinor with an ordinary representation. It says nothing about two representations of the same kind and yields no normalisation $|G|/\dim D$, and in return it needs neither irreducibility nor unitarity. In electronic-structure work with spin–orbit coupling and a finite point group, sums of this form over the double group appear in the multiplicities of irreducible representations and in the matrix elements of projection operators, and they vanish between spinor and ordinary representations; antiunitary time reversal and the continuous group $SU(2)$ with its invariant integral are not treated.

## Orthogonality forces $D(z) = -\mathbb 1$

```lean
/-- If `z² = 1` and `D(z)` is unitary, then `D` is a spinor representation exactly when
`∑ χ(g) f(g) = 0` for every `f` with `f(z g) = f(g)`. -/
theorem isSpinor_iff_orthogonal [Fintype G] (D : G →* Matrix n n ℂ) {z : G} (hz : z * z = 1)
    (hU : (D z)ᴴ * D z = 1) :
    IsSpinor D z ↔ ∀ f : G → ℂ, (∀ g, f (z * g) = f g) → ∑ g, character D g * f g = 0 := by
  classical
  refine ⟨fun hD f hf => sum_character_mul_eq_zero hD f hf, fun h => ?_⟩
  -- test against `δ₁ + δ_z`
  have h1 := h (fun g => (if g = 1 then 1 else 0) + (if g = z then 1 else 0)) (fun g => by
    have e1 : z * g = 1 ↔ g = z :=
      ⟨fun h => mul_left_cancel (h.trans hz.symm), fun h => by rw [h, hz]⟩
    have e2 : z * g = z ↔ g = 1 :=
      ⟨fun h => mul_left_cancel (h.trans (mul_one z).symm), fun h => by rw [h, mul_one]⟩
    simp only [e1, e2]
    ring)
  have key : character D 1 + character D z = 0 := by
    simpa [mul_add, Finset.sum_add_distrib] using h1
  have k1 : trace (1 : Matrix n n ℂ) + trace (D z) = 0 := by
    simpa [character] using key
  have k2 : trace (1 : Matrix n n ℂ) + trace (D z)ᴴ = 0 := by
    have h2 := congrArg star k1
    rwa [star_add, star_zero, ← trace_conjTranspose, ← trace_conjTranspose,
      conjTranspose_one] at h2
  -- the Frobenius norm of `1 + D(z)` vanishes
  have k3 : (1 + D z)ᴴ * (1 + D z) = (1 + D z) + (1 + (D z)ᴴ) := by
    rw [conjTranspose_add, conjTranspose_one, add_mul, mul_add, mul_add, hU]
    simp only [one_mul, mul_one]
    abel
  have k4 : trace ((1 + D z)ᴴ * (1 + D z)) = 0 := by
    rw [k3, trace_add, trace_add, trace_add, k1, k2, add_zero]
  exact eq_neg_of_add_eq_zero_right (Matrix.trace_conjTranspose_mul_self_eq_zero_iff.1 k4)
```

Two hypotheses are added. `hz` is $z^2 = 1$, which says that a rotation by $4\pi$ is the identity. `hU` is $U^\dagger U = \mathbb 1$ for $U = D(z)$, with `ᴴ` the conjugate transpose; it says that the full turn preserves the inner product in the chosen basis, and it is assumed rather than derived. It is convenient for the proof below but not essential: $z^2 = 1$ gives $U^2 = \mathbb 1$, so $U$ is diagonalisable with eigenvalues $\pm 1$, and $\operatorname{tr} U = -\operatorname{tr}\mathbb 1$ then already forces $U = -\mathbb 1$. Under these, $D$ is spinor if and only if $\chi$ is orthogonal to every $z$-even function.

The `refine` line settles the forward direction by `sum_character_mul_eq_zero`. For the reverse, let $\delta_1$ and $\delta_z$ be the functions equal to one at the elements $1$ and $z$ respectively and zero elsewhere, and take $f = \delta_1 + \delta_z$. Because $z^2 = 1$, we have $zg = 1$ exactly when $g = z$, and $zg = z$ exactly when $g = 1$ (`e1`, `e2`), so multiplication by $z$ swaps the two terms and $f$ is even. Orthogonality then gives $\chi(1) + \chi(z) = 0$ (`key`), that is $\operatorname{tr}\mathbb 1 + \operatorname{tr} U = 0$ (`k1`). Complex conjugation gives $\operatorname{tr}\mathbb 1 + \operatorname{tr} U^\dagger = 0$ (`k2`). Unitarity gives
$$(\mathbb 1 + U)^\dagger(\mathbb 1 + U) = \mathbb 1 + U + U^\dagger + U^\dagger U = (\mathbb 1 + U) + (\mathbb 1 + U^\dagger)$$
(`k3`), whose trace is zero (`k4`). For any matrix $A$, $\operatorname{tr}(A^\dagger A) = \sum_{ij} |A_{ij}|^2$, so $\mathbb 1 + U = 0$, which is the last line.

## Spin $\tfrac12$ in the double group of $D_N$

```lean
/-- The phase `k ↦ exp(iπk/N)` on the integers modulo `2N`. -/
def phase (N : ℕ) [NeZero N] : AddChar (ZMod (2 * N)) ℂ := ZMod.stdAddChar
```

`[NeZero N]` means $N \ge 1$, and `ZMod (2 * N)` is the integers modulo $2N$. The phase is $\varphi(k) = e^{2\pi \mathrm{i} k/(2N)} = e^{\mathrm{i}\pi k/N}$. The type `AddChar` records $\varphi(k + l) = \varphi(k)\varphi(l)$ and $\varphi(0) = 1$. From here on $k$ and $l$ are such residues.

```lean
/-- The phase `exp(iπk/N)` equals `-1` at `k = N` and at `k = -N`. -/
theorem phase_full_turn (N : ℕ) [NeZero N] :
    phase N (N : ZMod (2 * N)) = -1 ∧ phase N (-(N : ZMod (2 * N))) = -1 := by
  have hN : (N : ℂ) ≠ 0 := Nat.cast_ne_zero.2 (NeZero.ne N)
  have h1 : phase N (N : ZMod (2 * N)) = -1 := by
    have h := ZMod.stdAddChar_coe (N := 2 * N) (N : ℤ)
    rw [Int.cast_natCast] at h
    unfold phase
    rw [h, ← Complex.exp_pi_mul_I]
    congr 1
    push_cast
    field_simp
  have h2 : phase N (-(N : ZMod (2 * N))) * phase N (N : ZMod (2 * N)) = 1 := by
    rw [← AddChar.map_add_eq_mul, neg_add_cancel, AddChar.map_zero_eq_one]
  rw [h1] at h2
  exact ⟨h1, by linear_combination -h2⟩
```

The claim is $\varphi(N) = \varphi(-N) = -1$. Step `h1` reduces $e^{2\pi \mathrm{i} N/(2N)}$ to $e^{\mathrm{i}\pi} = -1$ by comparing exponents. Step `h2` is $\varphi(-N)\varphi(N) = \varphi(0) = 1$, which with $\varphi(N) = -1$ gives the second value.

```lean
/-- The spin-1/2 matrices of the double group of `D_N`: `aₖ` goes to `diag(φ(k), φ(-k))` with `φ =
phase N`, and `x aₖ` goes to the product of `!![0, -1; 1, 0]` with that matrix. -/
def spinMat (N : ℕ) [NeZero N] : QuaternionGroup N → Matrix (Fin 2) (Fin 2) ℂ
  | QuaternionGroup.a k => !![phase N k, 0; 0, phase N (-k)]
  | QuaternionGroup.xa k => !![0, -phase N (-k); phase N k, 0]
```

Mathlib's `QuaternionGroup N` has $4N$ elements $a_k$ and $x a_k$, written `a k` and `xa k`, with identity $a_0$ and products
$$a_k a_l = a_{k+l}, \quad a_k\,(x a_l) = x a_{l-k}, \quad (x a_k)\, a_l = x a_{k+l}, \quad (x a_k)(x a_l) = a_{N+l-k}.$$
The notation `!![…; …]` lists a matrix row by row, so
$$a_k \mapsto \begin{pmatrix} \varphi(k) & 0 \\ 0 & \varphi(-k) \end{pmatrix}, \qquad x a_k \mapsto \begin{pmatrix} 0 & -1 \\ 1 & 0 \end{pmatrix}\begin{pmatrix} \varphi(k) & 0 \\ 0 & \varphi(-k) \end{pmatrix}.$$
The first matrix is $e^{+\mathrm{i}\theta\sigma_z/2}$ with $\theta = 2\pi k/N$, a rotation through $\theta$ about the main axis (the axis of $\sigma_z$) in the sense opposite to that of the convention $e^{-\mathrm{i}\theta\sigma_z/2}$. The matrix of $x = x a_0$ is $-\mathrm{i}\sigma_y$, a half-turn about a perpendicular axis. For $N = 2$ one finds $a_1 \mapsto \mathrm{i}\sigma_z$ and $x a_1 \mapsto \mathrm{i}\sigma_x$, the eight matrices of the opening example.

```lean
/-- The spin-1/2 representation of the double group of `D_N`. -/
def spinHalf (N : ℕ) [NeZero N] : QuaternionGroup N →* Matrix (Fin 2) (Fin 2) ℂ where
  toFun := spinMat N
  map_one' := by
    rw [QuaternionGroup.one_def]
    ext i j
    fin_cases i <;> fin_cases j <;> simp [spinMat]
  map_mul' := by
    have h1 := (phase_full_turn N).1
    have h2 := (phase_full_turn N).2
    rintro (k | k) (l | l) <;>
      simp only [a_mul_a, a_mul_xa, xa_mul_a, xa_mul_xa] <;>
      ext i j <;> fin_cases i <;> fin_cases j <;>
      simp [spinMat, Matrix.mul_apply, Fin.sum_univ_succ, sub_eq_add_neg,
        AddChar.map_add_eq_mul, h1, h2] <;> ring
```

To be accepted as a representation the map must be shown to respect the identity and products. The `rintro` line splits into the four product rules, and each is compared entry by entry using $\varphi(k+l) = \varphi(k)\varphi(l)$. Only the last rule needs the values $\varphi(\pm N) = -1$: the product of the matrices of $x a_k$ and $x a_l$ is $\operatorname{diag}(-\varphi(l-k), -\varphi(k-l))$, and the signs are $\varphi(N)$ and $\varphi(-N)$. The construction holds for every $N \ge 1$.

```lean
/-- For even `N` and `z = a_N`, the spin-1/2 representation of the double group of `D_N` is
spinor, `z² = 1`, `χ(1) = 2`, and every `x aₖ` is conjugate to `z x aₖ`. -/
theorem spinHalf_witness (N : ℕ) [NeZero N] (hN : Even N) :
    IsSpinor (spinHalf N) (a N) ∧ (a N * a N : QuaternionGroup N) = 1 ∧
      character (spinHalf N) 1 = 2 ∧
      ∀ k, IsConj (xa k : QuaternionGroup N) (a N * xa k) := by
  refine ⟨?_, ?_, ?_, fun k => ?_⟩
  · show spinMat N (a N) = -1
    ext i j
    fin_cases i <;> fin_cases j <;>
      simp [spinMat, (phase_full_turn N).1, (phase_full_turn N).2]
  · have h := ZMod.natCast_self (2 * N)
    rw [Nat.cast_mul, Nat.cast_two] at h
    rw [a_mul_a, QuaternionGroup.one_def]
    congr 1
    linear_combination h
  · simp [character]
  · -- conjugate by `a_{N/2}`
    obtain ⟨M, hM⟩ := hN
    have h : (N : ZMod (2 * N)) = M + M := by rw [← Nat.cast_add, ← hM]
    refine isConj_iff.2 ⟨a M, ?_⟩
    rw [mul_inv_eq_iff_eq_mul, a_mul_xa, a_mul_xa, xa_mul_a]
    congr 1
    linear_combination h

end

end DoubleGroupSpinors
```

For even $N \ge 2$ and $z = a_N$ four facts are proved, joined by `∧`. First, $D(a_N) = \operatorname{diag}(\varphi(N), \varphi(-N)) = -\mathbb 1$. Second, $a_N a_N = a_{2N} = a_0$, since $2N \equiv 0$. Third, $\chi(1) = 2$, so the example is not the zero-dimensional representation, for which $\mathbb 1 = -\mathbb 1$ and all sums vanish trivially. Fourth, with $N = M + M$,
$$a_M\,(x a_k)\,a_M^{-1} = x a_{k-M}\, a_{-M} = x a_{k-2M} = x a_{k-N} = a_N\,(x a_k).$$
The Lean proof first multiplies through by $a_M$ on the right and then compares the labels $k - M$ and $k - N + M$, which agree by `h`. Evenness enters only here: $a_M$ is the half-turn about the main axis, which belongs to the group when $N$ is even.

For the spin-$\tfrac12$ matrices the trace of $x a_k$ is visibly zero. The fourth fact concerns the group alone, so it supplies the hypothesis `hg` of `character_eq_zero_of_isConj` for any representation of it with $D(a_N) = -\mathbb 1$, whatever the dimension. For odd $N$ the picture differs: $a_k \mapsto (-1)^k$, $x \mapsto \mathrm{i}$ defines a one-dimensional spinor representation whose character at $x$ is $\mathrm{i}$. That example and the reading of $a_k$ and $x$ as spatial rotations are commentary, not the content of any theorem above.

```lean
#print axioms DoubleGroupSpinors.character_eq_zero_of_isConj
#print axioms DoubleGroupSpinors.spinor_ordinary_characters_orthogonal
#print axioms DoubleGroupSpinors.spinor_ordinary_entries_orthogonal
#print axioms DoubleGroupSpinors.isSpinor_iff_orthogonal
```

```
'DoubleGroupSpinors.character_eq_zero_of_isConj' depends on axioms: [propext, Classical.choice, Quot.sound]
'DoubleGroupSpinors.spinor_ordinary_characters_orthogonal' depends on axioms: [propext, Classical.choice, Quot.sound]
'DoubleGroupSpinors.spinor_ordinary_entries_orthogonal' depends on axioms: [propext, Classical.choice, Quot.sound]
'DoubleGroupSpinors.isSpinor_iff_orthogonal' depends on axioms: [propext, Classical.choice, Quot.sound]
```
